# Fierz identities for left-left and left-right chiral vector vertices

## Representation and matrix entries

The Dirac matrices are taken here as explicit chiral matrices \(\gamma^\mu\) together with every change of spinor basis \(g^\mu=S\gamma^\mu S^{-1}\), where \(S\) is any invertible complex \(4\times4\) matrix. The identities are stated for matrix entries, which are commuting numbers. Anticommuting fields are treated separately, because reordering them adds a sign.

With \(\sigma^i\) the Pauli matrices,

\[
\gamma^0=\begin{pmatrix}0&1\\1&0\end{pmatrix},\qquad
\gamma^i=\begin{pmatrix}0&\sigma^i\\-\sigma^i&0\end{pmatrix}.
\]

Set \(\gamma_5=i g^0g^1g^2g^3\) and \(P_{L,R}=(1\mp\gamma_5)/2\), built from the representation in use. The metric is \((+,-,-,-)\), and spinor indices run from 0 to 3.

## The identities

For all \(a,b,c,d\), summed over \(\mu\),

\[
(g^\mu P_L)_{ab}(g_\mu P_L)_{cd}=-(g^\mu P_L)_{ad}(g_\mu P_L)_{cb},
\]
\[
(g^\mu P_L)_{ab}(g_\mu P_R)_{cd}=2(P_R)_{ad}(P_L)_{cb}.
\]

These are two members of the Fierz family. The second, read from right to left, also rearranges a product of two scalar vertices of opposite chirality; scalar products of equal chirality and tensor products are not treated. In four-fermion models of weak interactions, the first identity regroups the fields in a product of left-handed currents, here for spinor components without derivatives or operator ordering.

## Derivation by components

In the chiral basis \(\gamma^0\gamma^1=\mathrm{diag}(-\sigma^1,\sigma^1)\) and \(\gamma^2\gamma^3=\mathrm{diag}(-i\sigma^1,-i\sigma^1)\). Hence \(\gamma_5=\mathrm{diag}(-1,-1,1,1)\), so \(P_L\) keeps components 0 and 1, and \(P_R\) keeps 2 and 3.

For commuting spinors, let \(L^\mu(x,y)=x^T\gamma^\mu P_Ly\) and \(R^\mu(x,y)=x^T\gamma^\mu P_Ry\). Then

\[
\begin{aligned}
L(x,y)=\big(&x_2y_0+x_3y_1,\ -(x_2y_1+x_3y_0),\\
&i(x_2y_1-x_3y_0),\ x_3y_1-x_2y_0\big),\\
R(x,y)=\big(&x_0y_2+x_1y_3,\ x_0y_3+x_1y_2,\\
&i(x_1y_2-x_0y_3),\ x_0y_2-x_1y_3\big).
\end{aligned}
\]

In \(L^\mu(x,y)L_\mu(z,w)\), the time and third components combine to \(2(x_2y_0z_3w_1+x_3y_1z_2w_0)\), and the first and second to \(-2(x_2y_1z_3w_0+x_3y_0z_2w_1)\). Therefore

\[
L^\mu(x,y)L_\mu(z,w)=2(x_2z_3-x_3z_2)(y_0w_1-y_1w_0),
\]

which changes sign under \(y\leftrightarrow w\). For the mixed product, the same pairs give \(2(x_2y_0z_0w_2+x_3y_1z_1w_3)\) and \(2(x_2y_1z_1w_2+x_3y_0z_0w_3)\), so

\[
L^\mu(x,y)R_\mu(z,w)=2(x_2w_2+x_3w_3)(z_0y_0+z_1y_1).
\]

The factors are \(x^TP_Rw\) and \(z^TP_Ly\).

Under a change of basis the inner factors \(S^{-1}S\) cancel, so \(\gamma_5\), the projectors and the vertices are all conjugated by \(S\). An entry \((SMS^{-1})_{ab}\) is \(x^TMy\), with \(x\) row \(a\) of \(S\) and \(y\) column \(b\) of \(S^{-1}\). Taking \(z\) as row \(c\) and \(w\) as column \(d\) gives both identities.

## Anticommuting fields

Let \(p,q,r,s\) be spinors with anticommuting components. Reversing three factors takes three exchanges:

\[
p_aq_br_cs_d=-p_as_dr_cq_b.
\]

This sign cancels the one in the left-left identity. After relabelling \(b\leftrightarrow d\), the contracted product of currents is unchanged when \(q\) and \(s\) are exchanged.

## The Lean file

```lean
import Mathlib

open Matrix Complex

namespace FierzRearrangement

noncomputable section

/-- Complex four-by-four matrices acting on Dirac spinors. -/
abbrev SpinMatrix := Matrix (Fin 4) (Fin 4) ℂ

/-- The diagonal entries of the Minkowski metric with signature (+,-,-,-). -/
def metric : Fin 4 → ℂ := ![1, -1, -1, -1]

/-- The Dirac matrices in the chiral representation. -/
def chiral : Fin 4 → SpinMatrix :=
  ![!![0, 0, 1, 0; 0, 0, 0, 1; 1, 0, 0, 0; 0, 1, 0, 0],
    !![0, 0, 0, 1; 0, 0, 1, 0; 0, -1, 0, 0; -1, 0, 0, 0],
    !![0, 0, 0, -I; 0, 0, I, 0; 0, I, 0, 0; -I, 0, 0, 0],
    !![0, 0, 1, 0; 0, 0, 0, -1; -1, 0, 0, 0; 0, 1, 0, 0]]

/-- The Dirac matrices after a change of spinor basis `S`. -/
def rep (S : SpinMatrixˣ) (μ : Fin 4) : SpinMatrix :=
  (S : SpinMatrix) * chiral μ * ((S⁻¹ : SpinMatrixˣ) : SpinMatrix)

/-- The chirality matrix `i g⁰ g¹ g² g³`. -/
def gamma5 (g : Fin 4 → SpinMatrix) : SpinMatrix := I • (g 0 * g 1 * g 2 * g 3)

/-- The left-handed projector `(1 - γ5)/2`. -/
def projL (g : Fin 4 → SpinMatrix) : SpinMatrix := (1 / 2 : ℂ) • (1 - gamma5 g)

/-- The right-handed projector `(1 + γ5)/2`. -/
def projR (g : Fin 4 → SpinMatrix) : SpinMatrix := (1 / 2 : ℂ) • (1 + gamma5 g)

/-- The left-handed vector vertex `g^μ PL`. -/
def vertexL (g : Fin 4 → SpinMatrix) (μ : Fin 4) : SpinMatrix := g μ * projL g

/-- The right-handed vector vertex `g^μ PR`. -/
def vertexR (g : Fin 4 → SpinMatrix) (μ : Fin 4) : SpinMatrix := g μ * projR g

/-- In the chiral representation `γ5` is diagonal with entries -1, -1, 1, 1. -/
theorem gamma5_chiral :
    gamma5 chiral = !![-1, 0, 0, 0; 0, -1, 0, 0; 0, 0, 1, 0; 0, 0, 0, 1] := by
  have h01 : chiral 0 * chiral 1 =
      !![0, -1, 0, 0; -1, 0, 0, 0; 0, 0, 0, 1; 0, 0, 1, 0] := by
    ext i j
    fin_cases i <;> fin_cases j <;> simp [chiral, Matrix.mul_apply, Fin.sum_univ_four]
  have h23 : chiral 2 * chiral 3 =
      !![0, -I, 0, 0; -I, 0, 0, 0; 0, 0, 0, -I; 0, 0, -I, 0] := by
    ext i j
    fin_cases i <;> fin_cases j <;> simp [chiral, Matrix.mul_apply, Fin.sum_univ_four]
  rw [gamma5, mul_assoc (chiral 0 * chiral 1), h01, h23]
  ext i j
  fin_cases i <;> fin_cases j <;> simp

/-- In the chiral representation `PL` keeps the first two spinor components and `PR` the
last two. -/
theorem projectors_chiral :
    projL chiral = !![1, 0, 0, 0; 0, 1, 0, 0; 0, 0, 0, 0; 0, 0, 0, 0] ∧
    projR chiral = !![0, 0, 0, 0; 0, 0, 0, 0; 0, 0, 1, 0; 0, 0, 0, 1] := by
  simp only [projL, projR, gamma5_chiral]
  constructor <;> ext i j <;> fin_cases i <;> fin_cases j <;>
    norm_num [Matrix.one_apply]

/-- The four components of the left-handed current between two commuting spinors. -/
theorem currentL (x y : Fin 4 → ℂ) (μ : Fin 4) :
    x ⬝ᵥ vertexL chiral μ *ᵥ y =
      ![x 2 * y 0 + x 3 * y 1, -(x 2 * y 1 + x 3 * y 0),
        I * (x 2 * y 1 - x 3 * y 0), x 3 * y 1 - x 2 * y 0] μ := by
  simp only [vertexL, projectors_chiral.1]
  fin_cases μ <;>
    simp [chiral, dotProduct, Matrix.mulVec, Matrix.mul_apply, Fin.sum_univ_four] <;> ring

/-- The four components of the right-handed current between two commuting spinors. -/
theorem currentR (x y : Fin 4 → ℂ) (μ : Fin 4) :
    x ⬝ᵥ vertexR chiral μ *ᵥ y =
      ![x 0 * y 2 + x 1 * y 3, x 0 * y 3 + x 1 * y 2,
        I * (x 1 * y 2 - x 0 * y 3), x 0 * y 2 - x 1 * y 3] μ := by
  simp only [vertexR, projectors_chiral.2]
  fin_cases μ <;>
    simp [chiral, dotProduct, Matrix.mulVec, Matrix.mul_apply, Fin.sum_univ_four] <;> ring

/-- A change of spinor basis conjugates both projectors. -/
theorem projectors_rep (S : SpinMatrixˣ) :
    projL (rep S) = (S : SpinMatrix) * projL chiral * ((S⁻¹ : SpinMatrixˣ) : SpinMatrix) ∧
    projR (rep S) = (S : SpinMatrix) * projR chiral * ((S⁻¹ : SpinMatrixˣ) : SpinMatrix) := by
  have h5 : gamma5 (rep S) =
      (S : SpinMatrix) * gamma5 chiral * ((S⁻¹ : SpinMatrixˣ) : SpinMatrix) := by
    simp only [gamma5, rep, mul_assoc, Units.inv_mul_cancel_left, mul_smul_comm,
      smul_mul_assoc]
  constructor <;>
    simp only [projL, projR, h5, mul_smul_comm, smul_mul_assoc, mul_sub, sub_mul, mul_add,
      add_mul, mul_one, Units.mul_inv]

/-- An entry of `A M B` is `M` taken between a row of `A` and a column of `B`. -/
private theorem sandwich (A M B : SpinMatrix) (a b : Fin 4) :
    (A * M * B) a b = A a ⬝ᵥ M *ᵥ (fun k => B k b) := by
  rw [mul_assoc]; rfl

private theorem vertexL_rep (S : SpinMatrixˣ) (μ : Fin 4) : vertexL (rep S) μ =
    (S : SpinMatrix) * vertexL chiral μ * ((S⁻¹ : SpinMatrixˣ) : SpinMatrix) := by
  simp only [vertexL, (projectors_rep S).1, rep, mul_assoc, Units.inv_mul_cancel_left]

private theorem vertexR_rep (S : SpinMatrixˣ) (μ : Fin 4) : vertexR (rep S) μ =
    (S : SpinMatrix) * vertexR chiral μ * ((S⁻¹ : SpinMatrixˣ) : SpinMatrix) := by
  simp only [vertexR, (projectors_rep S).2, rep, mul_assoc, Units.inv_mul_cancel_left]

/-- Fierz identity for two left-handed vertices, in any basis of spinor space: exchanging
the second and fourth spinor indices changes the sign. -/
theorem fierz_LL (S : SpinMatrixˣ) (a b c d : Fin 4) :
    ∑ μ, metric μ * vertexL (rep S) μ a b * vertexL (rep S) μ c d =
      -∑ μ, metric μ * vertexL (rep S) μ a d * vertexL (rep S) μ c b := by
  simp only [vertexL_rep, sandwich, currentL]
  -- name the rows of S and the columns of its inverse
  generalize (S : SpinMatrix) a = x
  generalize (S : SpinMatrix) c = z
  generalize ((S⁻¹ : SpinMatrixˣ) : SpinMatrix) = T
  simp only [Fin.sum_univ_four, metric, Matrix.cons_val]
  linear_combination (-((x 2 * T 1 b - x 3 * T 0 b) * (z 2 * T 1 d - z 3 * T 0 d) +
    (x 2 * T 1 d - x 3 * T 0 d) * (z 2 * T 1 b - z 3 * T 0 b))) * I_sq

/-- Fierz identity for a left-handed and a right-handed vertex, in any basis of spinor space:
the contracted product is twice a product of chiral projectors. -/
theorem fierz_LR (S : SpinMatrixˣ) (a b c d : Fin 4) :
    ∑ μ, metric μ * vertexL (rep S) μ a b * vertexR (rep S) μ c d =
      2 * projR (rep S) a d * projL (rep S) c b := by
  simp only [vertexL_rep, vertexR_rep, (projectors_rep S).1, (projectors_rep S).2,
    sandwich, currentL, currentR]
  rw [projectors_chiral.1, projectors_chiral.2]
  generalize (S : SpinMatrix) a = x
  generalize (S : SpinMatrix) c = z
  generalize ((S⁻¹ : SpinMatrixˣ) : SpinMatrix) = T
  have hR : x ⬝ᵥ !![0, 0, 0, 0; 0, 0, 0, 0; 0, 0, 1, 0; 0, 0, 0, 1] *ᵥ (fun k => T k d) =
      x 2 * T 2 d + x 3 * T 3 d := by
    simp [dotProduct, Matrix.mulVec, Fin.sum_univ_four]
  have hL : z ⬝ᵥ !![1, 0, 0, 0; 0, 1, 0, 0; 0, 0, 0, 0; 0, 0, 0, 0] *ᵥ (fun k => T k b) =
      z 0 * T 0 b + z 1 * T 1 b := by
    simp [dotProduct, Matrix.mulVec, Fin.sum_univ_four]
  rw [hR, hL]
  simp only [Fin.sum_univ_four, metric, Matrix.cons_val]
  linear_combination
    (-((x 2 * T 1 b - x 3 * T 0 b) * (z 1 * T 2 d - z 0 * T 3 d))) * I_sq

/-- Both Fierz identities for the matrix entries in the chiral representation. -/
theorem fierz_chiral (a b c d : Fin 4) :
    (∑ μ, metric μ * vertexL chiral μ a b * vertexL chiral μ c d =
      -∑ μ, metric μ * vertexL chiral μ a d * vertexL chiral μ c b) ∧
    (∑ μ, metric μ * vertexL chiral μ a b * vertexR chiral μ c d =
      2 * projR chiral a d * projL chiral c b) := by
  have h : rep 1 = chiral := by
    funext μ
    simp only [rep, inv_one, Units.val_one, one_mul, mul_one]
  exact h ▸ ⟨fierz_LL 1 a b c d, fierz_LR 1 a b c d⟩

variable {M : Type*} [AddCommGroup M] [Module ℂ M]

/-- The bilinear `p G q` of two spinors with anticommuting (Grassmann) components. -/
def bilin (G : SpinMatrix) (p q : Fin 4 → M) : ExteriorAlgebra ℂ M :=
  ∑ a, ∑ b, G a b • (ExteriorAlgebra.ι ℂ (p a) * ExteriorAlgebra.ι ℂ (q b))

private theorem reverse3 (x y z : M) :
    ExteriorAlgebra.ι ℂ x * ExteriorAlgebra.ι ℂ y * ExteriorAlgebra.ι ℂ z =
      -(ExteriorAlgebra.ι ℂ z * ExteriorAlgebra.ι ℂ y * ExteriorAlgebra.ι ℂ x) := by
  have h (u v : M) : ExteriorAlgebra.ι ℂ u * ExteriorAlgebra.ι ℂ v =
      -(ExteriorAlgebra.ι ℂ v * ExteriorAlgebra.ι ℂ u) :=
    eq_neg_of_add_eq_zero_left (ExteriorAlgebra.ι_add_mul_swap u v)
  rw [h x y, neg_mul, mul_assoc, h x z, mul_neg, neg_neg, ← mul_assoc, h y z, neg_mul]

private theorem expand (V : Fin 4 → SpinMatrix) (p q r s : Fin 4 → M) :
    ∑ μ, metric μ • (bilin (V μ) p q * bilin (V μ) r s) =
      ∑ a, ∑ b, ∑ c, ∑ d, (∑ μ, metric μ * V μ a b * V μ c d) •
        (ExteriorAlgebra.ι ℂ (p a) * (ExteriorAlgebra.ι ℂ (q b) *
          ExteriorAlgebra.ι ℂ (r c) * ExteriorAlgebra.ι ℂ (s d))) := by
  simp only [bilin, Finset.sum_mul]
  simp only [Finset.mul_sum, Finset.smul_sum]
  refine Finset.sum_comm.trans (Finset.sum_congr rfl fun a _ => ?_)
  refine Finset.sum_comm.trans (Finset.sum_congr rfl fun b _ => ?_)
  refine Finset.sum_comm.trans (Finset.sum_congr rfl fun c _ => ?_)
  refine Finset.sum_comm.trans (Finset.sum_congr rfl fun d _ => ?_)
  rw [Finset.sum_smul]
  refine Finset.sum_congr rfl fun μ _ => ?_
  simp only [smul_mul_smul_comm, smul_smul, mul_assoc]

/-- For anticommuting spinor fields the contracted product of two left-handed currents is
unchanged when the second and fourth fields are exchanged. -/
theorem fierz_grassmann (S : SpinMatrixˣ) (p q r s : Fin 4 → M) :
    ∑ μ, metric μ • (bilin (vertexL (rep S) μ) p q * bilin (vertexL (rep S) μ) r s) =
      ∑ μ, metric μ • (bilin (vertexL (rep S) μ) p s * bilin (vertexL (rep S) μ) r q) := by
  rw [expand (vertexL (rep S)) p q r s, expand (vertexL (rep S)) p s r q]
  refine Finset.sum_congr rfl fun a _ => ?_
  -- relabel the second and fourth summation indices on the right
  have swap (F : Fin 4 → Fin 4 → Fin 4 → ExteriorAlgebra ℂ M) :
      ∑ b, ∑ c, ∑ d, F b c d = ∑ d, ∑ c, ∑ b, F b c d :=
    (Finset.sum_comm.trans (Finset.sum_congr rfl fun c _ => Finset.sum_comm)).trans
      Finset.sum_comm
  refine Eq.trans ?_ (swap _).symm
  refine Finset.sum_congr rfl fun b _ => Finset.sum_congr rfl fun c _ =>
    Finset.sum_congr rfl fun d _ => ?_
  -- the matrix sign cancels the sign from reordering the fields
  rw [fierz_LL S a b c d, reverse3 (q b) (r c) (s d), mul_neg, smul_neg, neg_smul, neg_neg]

end

end FierzRearrangement
```

```lean
#print axioms FierzRearrangement.fierz_chiral
#print axioms FierzRearrangement.fierz_grassmann
```

```
'FierzRearrangement.fierz_chiral' depends on axioms: [propext, Classical.choice, Quot.sound]
'FierzRearrangement.fierz_grassmann' depends on axioms: [propext, Classical.choice, Quot.sound]
```

## Reading the statements

`rep S` is \(g^\mu\), with `S : SpinMatrixˣ` supplying the invertible matrix; unitarity is not required. Both vertices carry an upper index, and the factor `metric μ` lowers one of them. `fierz_LL` and `fierz_LR` are the two entry identities, and `fierz_chiral` is the case \(S=1\).

In `fierz_grassmann`, spinor components are vectors in a complex space `M`, embedded by `ι` in its exterior algebra, where they anticommute. The four spinors are arbitrary, so `p` and `r` may hold the components of Dirac adjoints, as in the usual currents. No spacetime dependence is modelled.

## How the proof runs

`gamma5_chiral`, `projectors_chiral`, `currentL` and `currentR` check the explicit components. `projectors_rep`, `vertexL_rep` and `vertexR_rep` carry out the conjugation, and `sandwich` turns entries into currents.

In the two main proofs, `generalize` replaces the rows of \(S\) and the matrix \(S^{-1}\) by arbitrary numbers, leaving a polynomial identity. `linear_combination` closes it using a multiple of \(i^2=-1\), which enters through the second current component.

For Grassmann fields, `expand` writes the product of currents as a sum over four-field words, `reverse3` supplies the reordering sign, and the local `swap` relabels the summation indices. The final rewrite applies `fierz_LL` and cancels the two signs.
